# The average of a Hamiltonian power over a finite random binary alloy is a block of one augmented-space matrix power

To compute the averaged local density of states in one orbital of a random binary alloy by augmented-space recursion, I start a Lanczos chain from that orbital tensored with the all-zero configuration and run it on a single Hamiltonian that contains no random numbers. This relies on the moments of that Hamiltonian in the starting state being the configuration-averaged moments of the alloy Hamiltonian in that orbital.

Concretely, let the alloy Hamiltonian be H0 + Σ_i n_i V_i, with independent occupations n_i equal to 1 with probability c and 0 otherwise. The claim is that the average of its k-th power is the all-zero block of (H0 ⊗ 1 + Σ_i V_i ⊗ M_i)^k, where M_i acts on factor i as [[c, r], [r, 1−c]] with r = √(c(1−c)). Can this be proved rigorously for a finite system, with a machine-checked proof, and does it carry over to the resolvent?

## Configuration projectors turn the average into a matrix element

Yes to both, with the resolvent requiring that z is not an eigenvalue of any configuration's Hamiltonian. The idea is to give every alloy configuration its own projector in the augmented space.

Write M for the 2×2 matrix. Since r² = c(1−c), the entries of M² are

c² + r² = c
cr + r(1−c) = r
r² + (1−c)² = 1−c

so M² = M. Put Q(1) = M for an occupied site and Q(0) = 1 − M for an empty one. Then Q(s)Q(t) is Q(s) if s = t and zero otherwise, and Q(0) + Q(1) = 1.

For a configuration n, define P(n) = ⊗_i Q(n_i). Tensor products multiply factor by factor, so P(n)P(n') = P(n) if n = n'. If the configurations differ at some site, the factor there is zero and so is the product. Expanding a tensor product of sums gives

Σ_n P(n) = ⊗_i (Q(0) + Q(1)) = 1
Σ_n n_i P(n) = M_i

In the second line, site i contributes 0·Q(0) + 1·Q(1) = M, and every other site contributes 1.

Now send a family of matrices A(n) to the single operator

L(A) = Σ_n A(n) ⊗ P(n)

Orthogonality removes the cross terms from a product:

L(A)L(B) = Σ_n Σ_n' A(n)B(n') ⊗ P(n)P(n') = Σ_n A(n)B(n) ⊗ P(n) = L(AB)

Also L(1) = 1. With H(n) = H0 + Σ_i n_i V_i, the two sums above give

L(H) = H0 ⊗ 1 + Σ_i V_i ⊗ M_i = Ĥ

and by induction Ĥ^k = L(H^k).

It remains to take the all-zero block. The (0,0) entry of Q(1) is c and that of Q(0) is 1−c, so the all-zero diagonal entry of P(n) is the product of these numbers over the sites, which is the probability w(n). Therefore

all-zero block of Ĥ^k = Σ_n w(n) H(n)^k

For the resolvent, linearity gives z − Ĥ = L(z − H). If every z − H(n) is invertible, then

(z − Ĥ) L((z − H)⁻¹) = L(1) = 1

A right inverse of a finite square matrix is its inverse, so (z − Ĥ)⁻¹ = L((z − H)⁻¹), and its all-zero block is the averaged resolvent.

Here is the complete Lean file.

```lean
import Mathlib

open Matrix
open scoped Kronecker

namespace AugmentedSpace

noncomputable section

variable {S m : Type*} [Fintype S] [DecidableEq S] [Fintype m] [DecidableEq m]

/-- A configuration assigns to every site the value 0 or 1. -/
abbrev Config (S : Type*) := S → Fin 2

/-- The Hamiltonian `H0 + ∑ n_i V_i` of the alloy in the configuration `n`. -/
def alloyH (H0 : Matrix m m ℂ) (V : S → Matrix m m ℂ) (n : Config S) : Matrix m m ℂ :=
  H0 + ∑ i, ((n i : ℕ) : ℂ) • V i

/-- The probability of a configuration when each site is independently occupied with
probability `c`. -/
def weight (c : ℝ) (n : Config S) : ℝ := ∏ i, if n i = 1 then c else 1 - c

/-- The configuration average of a matrix that depends on the occupations. -/
def average (c : ℝ) (A : Config S → Matrix m m ℂ) : Matrix m m ℂ :=
  ∑ n, (weight c n : ℂ) • A n

/-- The 2×2 matrix `[[c, r], [r, 1 - c]]` with `r = √(c(1-c))`. -/
def occMatrix (c : ℝ) : Matrix (Fin 2) (Fin 2) ℂ :=
  !![(c : ℂ), ((√(c * (1 - c)) : ℝ) : ℂ); ((√(c * (1 - c)) : ℝ) : ℂ), 1 - (c : ℂ)]

/-- The tensor product over all sites of one 2×2 matrix per site. -/
def productOp (A : S → Matrix (Fin 2) (Fin 2) ℂ) : Matrix (Config S) (Config S) ℂ :=
  Matrix.of fun f g => ∏ i, A i (f i) (g i)

/-- The operator `M_i`: the occupation matrix on factor `i`, the identity on the others. -/
def siteOp (c : ℝ) (i : S) : Matrix (Config S) (Config S) ℂ :=
  productOp fun j => if j = i then occMatrix c else 1

/-- The augmented-space Hamiltonian `H0 ⊗ 1 + ∑ V_i ⊗ M_i`. -/
def augmentedH (c : ℝ) (H0 : Matrix m m ℂ) (V : S → Matrix m m ℂ) :
    Matrix (m × Config S) (m × Config S) ℂ :=
  H0 ⊗ₖ (1 : Matrix (Config S) (Config S) ℂ) + ∑ i, V i ⊗ₖ siteOp c i

/-- The block of an augmented-space operator between all-zero configurations. -/
def zeroBlock (X : Matrix (m × Config S) (m × Config S) ℂ) : Matrix m m ℂ :=
  X.submatrix (fun a => (a, 0)) (fun b => (b, 0))

/-- The single-site matrix `M` for an occupied site and `1 - M` for an empty one. -/
def siteProj (c : ℝ) (s : Fin 2) : Matrix (Fin 2) (Fin 2) ℂ :=
  if s = 1 then occMatrix c else 1 - occMatrix c

/-- The tensor product of the single-site matrices selected by the occupations `n`. -/
def configProj (c : ℝ) (n : Config S) : Matrix (Config S) (Config S) ℂ :=
  productOp fun i => siteProj c (n i)

/-- The augmented-space operator `∑ A(n) ⊗ P(n)` built from a family of matrices `A(n)`. -/
def lift (c : ℝ) (A : Config S → Matrix m m ℂ) : Matrix (m × Config S) (m × Config S) ℂ :=
  ∑ n, A n ⊗ₖ configProj c n

/-- For a concentration between 0 and 1 the occupation matrix is idempotent. -/
theorem occMatrix_mul_self {c : ℝ} (h0 : 0 ≤ c) (h1 : c ≤ 1) :
    occMatrix c * occMatrix c = occMatrix c := by
  have hr : ((√(c * (1 - c)) : ℝ) : ℂ) * ((√(c * (1 - c)) : ℝ) : ℂ) = c * (1 - c) := by
    rw [← Complex.ofReal_mul, Real.mul_self_sqrt (mul_nonneg h0 (sub_nonneg.2 h1))]
    simp
  unfold occMatrix
  generalize ((√(c * (1 - c)) : ℝ) : ℂ) = r at hr ⊢
  have e1 : (c : ℂ) * c + r * r = c := by linear_combination hr
  have e2 : (c : ℂ) * r + r * (1 - c) = r := by ring
  have e3 : r * (c : ℂ) + (1 - c) * r = r := by ring
  have e4 : r * r + (1 - (c : ℂ)) * (1 - c) = 1 - c := by linear_combination hr
  rw [Matrix.mul_fin_two, e1, e2, e3, e4]

/-- Summing tensor products over all configurations amounts to summing on each site. -/
theorem sum_productOp (B : S → Fin 2 → Matrix (Fin 2) (Fin 2) ℂ) :
    ∑ n : Config S, productOp (fun i => B i (n i)) = productOp fun i => ∑ s, B i s := by
  ext f g
  simp only [productOp, Matrix.sum_apply, Matrix.of_apply]
  rw [Finset.prod_univ_sum, Fintype.piFinset_univ]

/-- The configuration operators are idempotent and mutually orthogonal. -/
theorem configProj_mul {c : ℝ} (h0 : 0 ≤ c) (h1 : c ≤ 1) (n n' : Config S) :
    configProj c n * configProj c n' = if n = n' then configProj c n else 0 := by
  have hM := occMatrix_mul_self h0 h1
  have hp : ∀ s t, siteProj c s * siteProj c t = if s = t then siteProj c s else 0 := by
    intro s t
    fin_cases s <;> fin_cases t <;> simp [siteProj, mul_sub, sub_mul, hM]
  ext f g
  -- the product of two tensor products is taken site by site
  have key : (configProj c n * configProj c n') f g
      = ∏ i, (siteProj c (n i) * siteProj c (n' i)) (f i) (g i) := by
    simp only [configProj, productOp, Matrix.mul_apply, Matrix.of_apply,
      ← Finset.prod_mul_distrib]
    rw [Finset.prod_univ_sum, Fintype.piFinset_univ]
  rw [key]
  by_cases h : n = n'
  · subst h
    simp [hp, configProj, productOp]
  · obtain ⟨i, hi⟩ := Function.ne_iff.1 h
    rw [if_neg h]
    exact Finset.prod_eq_zero (Finset.mem_univ i) (by rw [hp, if_neg hi]; rfl)

/-- The configuration operators add up to the identity. -/
theorem sum_configProj (c : ℝ) : ∑ n : Config S, configProj c n = 1 := by
  refine (sum_productOp fun _ s => siteProj c s).trans ?_
  have hs : ∑ s, siteProj c s = 1 := by simp [siteProj, Fin.sum_univ_two]
  ext f g
  simp only [hs, productOp, Matrix.of_apply]
  by_cases h : f = g
  · subst h
    simp
  · obtain ⟨i, hi⟩ := Function.ne_iff.1 h
    rw [Matrix.one_apply_ne h]
    exact Finset.prod_eq_zero (Finset.mem_univ i) (Matrix.one_apply_ne hi)

/-- The operator `M_i` is the sum of the configuration operators weighted by the
occupation of site `i`. -/
theorem siteOp_eq_sum (c : ℝ) (i : S) :
    siteOp c i = ∑ n : Config S, ((n i : ℕ) : ℂ) • configProj c n := by
  have hR : siteOp c i = productOp fun j =>
      ∑ s : Fin 2, (if j = i then ((s : ℕ) : ℂ) else 1) • siteProj c s := by
    unfold siteOp
    congr 1
    funext j
    by_cases h : j = i <;> simp [h, siteProj, Fin.sum_univ_two]
  refine hR.trans ((sum_productOp fun j s =>
    (if j = i then ((s : ℕ) : ℂ) else 1) • siteProj c s).symm.trans ?_)
  refine Finset.sum_congr rfl fun n _ => ?_
  ext f g
  simp only [productOp, configProj, Matrix.of_apply, Matrix.smul_apply, smul_eq_mul,
    Finset.prod_mul_distrib, Finset.prod_ite_eq', Finset.mem_univ, if_true]

/-- Lifting to augmented space preserves the identity and products. -/
theorem lift_one_and_mul {c : ℝ} (h0 : 0 ≤ c) (h1 : c ≤ 1) :
    lift c (fun _ : Config S => (1 : Matrix m m ℂ)) = 1 ∧
    ∀ A B : Config S → Matrix m m ℂ, lift c A * lift c B = lift c fun n => A n * B n := by
  constructor
  · have h : lift c (fun _ : Config S => (1 : Matrix m m ℂ))
        = 1 ⊗ₖ ∑ n : Config S, configProj c n := by
      ext p q
      simp only [lift, Matrix.sum_apply, Matrix.kroneckerMap_apply, Finset.mul_sum]
    rw [h, sum_configProj, Matrix.one_kronecker_one]
  · intro A B
    unfold lift
    rw [Finset.sum_mul]
    refine Finset.sum_congr rfl fun n _ => ?_
    -- orthogonality leaves only the diagonal term
    rw [Finset.mul_sum, Finset.sum_eq_single n]
    · rw [← Matrix.mul_kronecker_mul, configProj_mul h0 h1, if_pos rfl]
    · intro n' _ hn
      rw [← Matrix.mul_kronecker_mul, configProj_mul h0 h1, if_neg hn.symm,
        Matrix.kronecker_zero]
    · intro h
      exact absurd (Finset.mem_univ n) h

omit [Fintype m] [DecidableEq m] in
/-- The lift of the disordered Hamiltonian is the augmented-space Hamiltonian. -/
theorem lift_alloyH (c : ℝ) (H0 : Matrix m m ℂ) (V : S → Matrix m m ℂ) :
    lift c (alloyH H0 V) = augmentedH c H0 V := by
  rw [augmentedH, ← sum_configProj c]
  simp only [siteOp_eq_sum]
  ext p q
  simp only [lift, alloyH, Matrix.add_apply, Matrix.sum_apply, Matrix.kroneckerMap_apply,
    Matrix.smul_apply, smul_eq_mul, add_mul, Finset.sum_add_distrib, Finset.mul_sum,
    Finset.sum_mul]
  congr 1
  rw [Finset.sum_comm]
  refine Finset.sum_congr rfl fun i _ => Finset.sum_congr rfl fun n _ => ?_
  ring

omit [Fintype m] [DecidableEq m] in
/-- The all-zero block of a lifted family is its configuration average. -/
theorem zeroBlock_lift (c : ℝ) (A : Config S → Matrix m m ℂ) :
    zeroBlock (lift c A) = average c A := by
  have hw : ∀ n : Config S, configProj c n 0 0 = (weight c n : ℂ) := by
    intro n
    simp only [configProj, productOp, Matrix.of_apply, weight, Complex.ofReal_prod]
    refine Finset.prod_congr rfl fun i _ => ?_
    by_cases h : n i = 1 <;> simp [siteProj, h, occMatrix]
  ext a b
  simp only [zeroBlock, lift, average, Matrix.submatrix_apply, Matrix.sum_apply,
    Matrix.kroneckerMap_apply, Matrix.smul_apply, smul_eq_mul, hw]
  exact Finset.sum_congr rfl fun n _ => mul_comm _ _

/-- For a concentration between 0 and 1, the configuration average of every power of the disordered
Hamiltonian is the all-zero block of the same power of the augmented-space Hamiltonian. -/
theorem augmented_space_theorem {c : ℝ} (h0 : 0 ≤ c) (h1 : c ≤ 1)
    (H0 : Matrix m m ℂ) (V : S → Matrix m m ℂ) (k : ℕ) :
    average c (fun n => alloyH H0 V n ^ k) = zeroBlock (augmentedH c H0 V ^ k) := by
  obtain ⟨hone, hmul⟩ := lift_one_and_mul (S := S) (m := m) h0 h1
  have hpow : lift c (alloyH H0 V) ^ k = lift c fun n => alloyH H0 V n ^ k := by
    induction k with
    | zero => simp only [pow_zero, hone]
    | succ k ih => simp only [pow_succ, ih, hmul]
  rw [← lift_alloyH, hpow, zeroBlock_lift]

/-- If `z - H(n)` is invertible for every configuration, then so is `z` minus the
augmented-space Hamiltonian, and the all-zero block of its inverse is the averaged resolvent. -/
theorem average_resolvent {c : ℝ} (h0 : 0 ≤ c) (h1 : c ≤ 1)
    (H0 : Matrix m m ℂ) (V : S → Matrix m m ℂ) (z : ℂ)
    (hz : ∀ n, IsUnit (z • (1 : Matrix m m ℂ) - alloyH H0 V n).det) :
    IsUnit (z • 1 - augmentedH c H0 V).det ∧
    average c (fun n => (z • (1 : Matrix m m ℂ) - alloyH H0 V n)⁻¹)
      = zeroBlock (z • 1 - augmentedH c H0 V)⁻¹ := by
  obtain ⟨hone, hmul⟩ := lift_one_and_mul (S := S) (m := m) h0 h1
  have hsub : lift c (fun n => z • (1 : Matrix m m ℂ) - alloyH H0 V n)
      = z • lift c (fun _ : Config S => (1 : Matrix m m ℂ)) - lift c (alloyH H0 V) := by
    ext p q
    simp only [lift, Matrix.sum_apply, Matrix.kroneckerMap_apply, Matrix.sub_apply,
      Matrix.smul_apply, smul_eq_mul, sub_mul, Finset.sum_sub_distrib, Finset.mul_sum,
      mul_assoc]
  rw [hone, lift_alloyH] at hsub
  -- the lifted family of resolvents is a right inverse
  have hinv : (z • 1 - augmentedH c H0 V)
      * lift c (fun n => (z • (1 : Matrix m m ℂ) - alloyH H0 V n)⁻¹) = 1 := by
    rw [← hsub, hmul, ← hone]
    congr 1
    funext n
    exact Matrix.mul_nonsing_inv _ (hz n)
  exact ⟨Matrix.isUnit_det_of_right_inverse hinv,
    by rw [Matrix.inv_eq_right_inv hinv, zeroBlock_lift]⟩

end

end AugmentedSpace
```

```lean
#print axioms AugmentedSpace.augmented_space_theorem
-- 'AugmentedSpace.augmented_space_theorem' depends on axioms: [propext, Classical.choice, Quot.sound]
#print axioms AugmentedSpace.average_resolvent
-- 'AugmentedSpace.average_resolvent' depends on axioms: [propext, Classical.choice, Quot.sound]
```

## Occupations, orbitals and the two roles of a configuration

The finite type `S` labels the sites that carry random occupations. The finite type `m` labels all orbitals of the whole cluster, so `H0` and each `V i` are matrices on the full one-electron space. They are arbitrary complex matrices, and Hermiticity is not assumed. `alloyH H0 V n` is H(n), `weight c n` is w(n), and `average` is the explicit finite sum over configurations with these weights. Independence is built into the product form of `weight`.

`augmentedH` is Ĥ, acting on pairs of an orbital and a configuration label, and `zeroBlock` keeps the entries whose two configuration labels are both zero. `augmented_space_theorem` says that for 0 ≤ c ≤ 1 and every natural number k, the average of H(n)^k equals that block of Ĥ^k.

`average_resolvent` also requires 0 ≤ c ≤ 1, and it assumes that the determinant of z − H(n) is a unit, hence non-zero, for every n. Physically, z must avoid the energy levels of every configuration, even one with probability zero at c = 0 or c = 1. For Hermitian Hamiltonians, any z with non-zero imaginary part satisfies this. The theorem then gives both the invertibility of z − Ĥ and the formula for the averaged resolvent.

One misreading is easy here. `Config S` labels alloy configurations, but it also labels the basis of the augmented space, and the zero label in the second role does not mean an alloy with all sites empty. In this basis M is not diagonal when 0 < c < 1; the zero state of a site is a superposition of its occupied and empty eigenstates, with probabilities c and 1−c. For k = 1 the block is accordingly H0 + c Σ_i V_i, not H0. Nor may the block be taken before the power. With one site, one orbital, H0 = 0 and V = v, the block of Ĥ² is cv², whereas the square of the block is c²v².

For non-interacting electrons in a finite cluster, described in an orthonormal orbital basis, the result justifies reading averaged moments and Green functions from the augmented Hamiltonian, before any truncation of the recursion. The size of the problem remains: the augmented space is larger than the orbital space by a factor of 2 to the number of sites. The name `augmented_space_theorem` is borrowed from a more general result, which covers other functions of independent site variables and other distributions; the theorems here concern powers and resolvents of H(n), for two-valued, uncorrelated occupations with one common concentration. The Hamiltonian is affine in the occupations, so a hopping term proportional to n_i n_j does not fit this form, and neither short-range order nor the infinite-lattice limit is treated.

## From the 2×2 identity to powers and inverses

`occMatrix_mul_self` proves M² = M. It replaces the square root by a symbol r, keeps only the relation r·r = c(1−c), and checks the four entries by algebra. The range of c enters the whole argument through this lemma alone; `configProj_mul`, `lift_one_and_mul` and the two final theorems inherit the condition 0 ≤ c ≤ 1 from it. Outside that range, Lean's real square root of the negative number c(1−c) is 0, and M is no longer idempotent.

`sum_productOp` is the expansion of a tensor product of sums. Entry by entry it is the distributive law, supplied by `Finset.prod_univ_sum`. The same law appears in `configProj_mul`, where it turns the sum over intermediate configurations in a matrix product into a separate 2×2 product on each site. The proof then splits on whether n = n', and in the unequal case picks out a site whose factor vanishes.

`sum_configProj` gives Σ_n P(n) = 1. `siteOp_eq_sum` gives M_i = Σ_n n_i P(n) by attaching the coefficient s to site i and 1 to every other site, so that the product of the coefficients is n_i.

`lift` is the map L. `lift_one_and_mul` proves that it preserves the identity and products, with `Finset.sum_eq_single` keeping the one term of the inner sum that survives orthogonality. `lift_alloyH` identifies L(H) with Ĥ by expanding both sides and exchanging the sums over sites and configurations. `zeroBlock_lift` computes the all-zero entry of P(n) and recovers the average.

The main theorem combines these facts after an induction on k. For the resolvent, `hsub` expresses z − Ĥ as a lift, and `hinv` shows that the lifted family of inverses is a right inverse. `Matrix.isUnit_det_of_right_inverse` then yields invertibility, and `Matrix.inv_eq_right_inv` identifies the inverse whose block is taken.
